# Hermitian matrices with phases in one half-open 2π zone are equal if their propagators are equal

Let H and K be Hermitian n×n matrices with all eigenvalues in (-π, π]. If

exp(-iH) = exp(-iK),

then H = K. With the closed interval [-π, π] the statement is false: H = πσz and K = π1 have the same propagator and are different matrices. Here σz is the Pauli matrix diag(1, -1), and 1 is the identity.

The result holds for any nonzero time step τ and any window (c, c + 2π] that contains the phases of both matrices, which are τ times their eigenvalues. It follows from a more general statement about a matrix X that carries one propagator into the other.

## What one time step shows of the energies

In units with ħ = 1, a state of energy E acquires the factor exp(-iτE) during a time step τ. Energies that differ by a multiple of 2π/τ acquire the same factor, so one step cannot tell them apart. This is aliasing, as in a signal sampled at regular times.

The ambiguity disappears if all energies are known to lie in one given zone, meaning that for a known real number c

c < τE ≤ c + 2π.

This knowledge has to come from elsewhere, for example from a bound on the Hamiltonian, because the propagator itself does not contain it.

For finite matrices, the result says that a Hermitian effective Hamiltonian read off from one period of a drive, or from one step of a splitting method, is unique once the zone for its energies has been chosen.

## The statement in Lean

The matrices are indexed by a finite type `n` and have complex entries. `propagator τ H` is the matrix exponential of -iτH, with τ real and of either sign. `EnergiesIn H S` says that every real E with a nonzero vector v satisfying Hv = Ev belongs to S. Only real E are tested, which loses nothing for Hermitian matrices. `zone τ c` is the set of energies that satisfy the double inequality above.

The central theorem, `intertwines_of_propagator`, assumes that τ ≠ 0, that H and K are Hermitian, and that their energies lie in the same zone. If a square matrix X satisfies

exp(-iτH) X = X exp(-iτK),

then HX = XK. X need not be invertible or Hermitian. Three results follow:

- `generator_unique` is the case X = 1: equal propagators give H = K.
- `generator_unique_principal` sets τ = 1 and c = -π, which is the statement at the top. `Set.Ioc (-π) π` is the interval (-π, π].
- `conserved_of_stroboscopic` is the case K = H: a matrix A that commutes with the propagator over one step commutes with H. An observable conserved from step to step is then conserved at all times under H.

The theorems concern exact equality in finite dimension. They give no estimate for propagators that are only close to each other, and they do not construct a Hamiltonian for a given unitary matrix.

## From equal phase factors to equal matrices

**Two energies.** Let a and b lie in the same zone and let exp(-iτa) = exp(-iτb). The exponents differ by a multiple of 2πi, so for some integer k

τa = τb - 2πk.

Both τa and τb lie in (c, c + 2π]. Since one end is excluded, their difference is smaller than 2π in size. Hence |k| < 1, so k = 0 and τa = τb. Dividing by τ gives a = b.

**Energy bases.** Diagonalise both matrices:

H = V D_a V',  K = W D_b W'.

Here V and W are unitary, V' and W' are their inverses, and D_a and D_b are diagonal with the real energies a_i and b_j. In the power series of the exponential each inner product V'V is 1, so

exp(-iτH) = V exp(-iτD_a) V',

and likewise for K. Column i of V is an eigenvector of H with energy a_i, so a_i lies in the zone. The same holds for b_j.

**Entry by entry.** Multiply the relation for X by V' from the left and by W from the right. With M = V'XW it becomes

exp(-iτD_a) M = M exp(-iτD_b),

and its (i, j) entry is

exp(-iτa_i) M_ij = M_ij exp(-iτb_j).

Either M_ij = 0, or the two phase factors are equal and therefore a_i = b_j. In both cases

a_i M_ij = M_ij b_j,

which says D_a M = M D_b. Multiplying by V from the left and by W' from the right gives HX = XK.

No assumption about degeneracy is needed. The eigenvectors of H and K need not be matched with each other. M holds the matrix elements of X between them, which for X = 1 are their overlaps.

## Where the closed interval fails

The matrix πσz has energies π and -π, and π1 has only the energy π. The two ends of the interval give the same phase factor:

exp(-iπ) = exp(iπ) = -1.

Both propagators at τ = 1 are therefore -1, although the matrices differ. The same pair shows what happens to conserved quantities: σx commutes with the propagator -1 but not with πσz.

## Reading a Hamiltonian off a computed step

Suppose a program has produced the unitary matrix U of one step, with τ > 0. To obtain a Hamiltonian, one diagonalises U in an orthonormal basis, with eigenvalues u_j, and sets

E_j = -arg(u_j)/τ.

The principal value of arg lies in (-π, π], so τE_j lies in [-π, π), with the lower end included. To match the zone (-π, π], the eigenvalue u_j = -1 must be given the energy +π/τ. In floating point, an eigenvalue close to -1 can fall on either side of the cut, and its energy then jumps by about 2π/τ.

If U = exp(-iτH) for a Hermitian matrix H, and a bound |E| ≤ B with B > 0 is known for the energies of H, any step with τ < π/B keeps all phases strictly inside the zone. For H ≠ 0, the largest sum of absolute values along a row of H is such a B.

## The complete file

```lean
import Mathlib

open Matrix
open scoped Real

namespace NoAliasing

variable {n : Type*} [Fintype n] [DecidableEq n]

/-- The propagator `exp(-iτH)` over a time step `τ`, in units with `ħ = 1`. -/
noncomputable def propagator (τ : ℝ) (H : Matrix n n ℂ) : Matrix n n ℂ :=
  NormedSpace.exp ((-(Complex.I * τ)) • H)

/-- All real eigenvalues of `H` lie in the set `S`. -/
def EnergiesIn (H : Matrix n n ℂ) (S : Set ℝ) : Prop :=
  ∀ (E : ℝ) (v : n → ℂ), v ≠ 0 → H *ᵥ v = (E : ℂ) • v → E ∈ S

/-- The energies whose phase `τE` lies in the half-open interval `(c, c + 2π]`. -/
def zone (τ c : ℝ) : Set ℝ := {E | c < τ * E ∧ τ * E ≤ c + 2 * π}

/-- The Pauli matrix `σz`. -/
def pauliZ : Matrix (Fin 2) (Fin 2) ℂ := !![1, 0; 0, -1]

/-- For a nonzero time step, two energies in the same zone with equal phase factors
are equal. -/
theorem energy_eq_of_phase_eq {τ c a b : ℝ} (hτ : τ ≠ 0)
    (ha : a ∈ zone τ c) (hb : b ∈ zone τ c)
    (h : Complex.exp (-(Complex.I * τ) * a) = Complex.exp (-(Complex.I * τ) * b)) :
    a = b := by
  obtain ⟨ha1, ha2⟩ := ha
  obtain ⟨hb1, hb2⟩ := hb
  obtain ⟨k, hk⟩ := Complex.exp_eq_exp_iff_exists_int.mp h
  have h1 : (τ : ℂ) * a = τ * b - k * (2 * π) :=
    mul_right_cancel₀ Complex.I_ne_zero (by linear_combination -hk)
  have h2 : τ * a = τ * b - k * (2 * π) := by exact_mod_cast h1
  -- the phases differ by less than a full turn, so the winding number is zero
  have hlt : (k : ℝ) < 1 := by
    by_contra hc
    nlinarith [Real.pi_pos]
  have hgt : (-1 : ℝ) < k := by
    by_contra hc
    nlinarith [Real.pi_pos]
  have hlt' : k < 1 := by exact_mod_cast hlt
  have hgt' : -1 < k := by exact_mod_cast hgt
  have hk0 : k = 0 := by omega
  subst hk0
  exact mul_left_cancel₀ hτ (by simpa using h2)

/-- The propagator of a diagonal Hamiltonian with real energies is the diagonal matrix of
phase factors. -/
theorem propagator_diagonal (τ : ℝ) (a : n → ℝ) :
    propagator τ (diagonal fun i => (a i : ℂ)) =
      diagonal fun i => Complex.exp (-(Complex.I * τ) * a i) := by
  have h : (-(Complex.I * τ)) • (diagonal fun i => (a i : ℂ)) =
      diagonal fun i => -(Complex.I * τ) * (a i : ℂ) :=
    (Matrix.diagonal_smul _ _).symm
  unfold propagator
  rw [h, Matrix.exp_diagonal, Pi.exp_def, Complex.exp_eq_exp_ℂ]

/-- A Hermitian matrix and its propagators are diagonal in a common basis, and the diagonal
entries of the Hermitian matrix lie in every set that contains its energies. -/
theorem exists_energy_basis {H : Matrix n n ℂ} (hH : H.IsHermitian) :
    ∃ (V W : Matrix n n ℂ) (a : n → ℝ), V * W = 1 ∧ W * V = 1 ∧
      H = V * (diagonal fun i => (a i : ℂ)) * W ∧
      (∀ τ : ℝ, propagator τ H =
        V * (diagonal fun i => Complex.exp (-(Complex.I * τ) * a i)) * W) ∧
      ∀ S, EnergiesIn H S → ∀ i, a i ∈ S := by
  obtain ⟨V, W, a, h1, h2, h3⟩ : ∃ (V W : Matrix n n ℂ) (a : n → ℝ),
      V * W = 1 ∧ W * V = 1 ∧ H = V * (diagonal fun i => (a i : ℂ)) * W := by
    have h := hH.spectral_theorem
    rw [Unitary.conjStarAlgAut_apply] at h
    exact ⟨_, _, hH.eigenvalues,
      Matrix.mem_unitaryGroup_iff.mp hH.eigenvectorUnitary.2,
      Matrix.mem_unitaryGroup_iff'.mp hH.eigenvectorUnitary.2, h⟩
  refine ⟨V, W, a, h1, h2, h3, fun τ => ?_, fun S hS i => ?_⟩
  · -- the exponential respects the change of basis
    have hinv : V⁻¹ = W := Matrix.inv_eq_right_inv h1
    have hu : IsUnit V := ⟨⟨V, W, h1, h2⟩, rfl⟩
    rw [← propagator_diagonal τ a, h3]
    unfold propagator
    rw [← hinv, ← Matrix.exp_conj V _ hu, Matrix.mul_smul, Matrix.smul_mul]
  · -- column `i` of `V` is an eigenvector with energy `a i`
    have hHV : H * V = V * (diagonal fun i => (a i : ℂ)) := by
      rw [h3, Matrix.mul_assoc, h2, Matrix.mul_one]
    have hD : (diagonal fun i => (a i : ℂ)) *ᵥ (Pi.single i 1 : n → ℂ) =
        (a i : ℂ) • (Pi.single i 1 : n → ℂ) := by
      ext j
      rw [Matrix.mulVec_diagonal]
      by_cases hj : j = i
      · subst hj
        simp
      · simp [hj]
    refine hS (a i) (V *ᵥ Pi.single i 1) (fun h0 => ?_) ?_
    · have h4 := congrArg (fun u => W *ᵥ u) h0
      simp only [Matrix.mulVec_mulVec, h2, Matrix.one_mulVec, Matrix.mulVec_zero] at h4
      have h5 := congrFun h4 i
      simp at h5
    · rw [Matrix.mulVec_mulVec, hHV, ← Matrix.mulVec_mulVec, hD, Matrix.mulVec_smul]

/-- Let `H` and `K` be Hermitian with all energies in one zone of a nonzero time step. A matrix
that intertwines their propagators over that step intertwines `H` and `K` themselves. -/
theorem intertwines_of_propagator {H K X : Matrix n n ℂ} {τ c : ℝ} (hτ : τ ≠ 0)
    (hH : H.IsHermitian) (hK : K.IsHermitian)
    (zH : EnergiesIn H (zone τ c)) (zK : EnergiesIn K (zone τ c))
    (h : propagator τ H * X = X * propagator τ K) : H * X = X * K := by
  obtain ⟨V, V', a, hV, hV', eH, pH, sH⟩ := exists_energy_basis hH
  obtain ⟨W, W', b, hW, hW', eK, pK, sK⟩ := exists_energy_basis hK
  rw [pH, pK] at h
  -- the relation between propagators, written in the two energy bases
  have hM : (diagonal fun i => Complex.exp (-(Complex.I * τ) * a i)) * (V' * X * W) =
      (V' * X * W) * (diagonal fun i => Complex.exp (-(Complex.I * τ) * b i)) := by
    have h' := congrArg (fun Y => V' * Y * W) h
    simp only [Matrix.mul_assoc, hW', Matrix.mul_one] at h'
    rw [← Matrix.mul_assoc V' V, hV', Matrix.one_mul] at h'
    simpa only [Matrix.mul_assoc] using h'
  -- a nonzero entry joins equal phase factors, hence equal energies
  have hE : (diagonal fun i => (a i : ℂ)) * (V' * X * W) =
      (V' * X * W) * (diagonal fun i => (b i : ℂ)) := by
    generalize V' * X * W = M at hM ⊢
    ext i j
    have hij := congrFun (congrFun hM i) j
    rw [Matrix.diagonal_mul, Matrix.mul_diagonal] at hij ⊢
    by_cases h0 : M i j = 0
    · rw [h0, mul_zero, zero_mul]
    · rw [mul_comm (M i j)] at hij
      rw [energy_eq_of_phase_eq hτ (sH _ zH i) (sK _ zK j) (mul_right_cancel₀ h0 hij),
        mul_comm]
  -- back to the original basis
  have h' := congrArg (fun Y => V * Y * W') hE
  simp only [Matrix.mul_assoc, hW, Matrix.mul_one] at h'
  rw [← Matrix.mul_assoc V V', hV, Matrix.one_mul] at h'
  rw [eH, eK]
  simpa only [Matrix.mul_assoc] using h'

/-- Two Hermitian matrices with all energies in one zone of a nonzero time step are equal if
their propagators over that step are equal. -/
theorem generator_unique {H K : Matrix n n ℂ} {τ c : ℝ} (hτ : τ ≠ 0)
    (hH : H.IsHermitian) (hK : K.IsHermitian)
    (zH : EnergiesIn H (zone τ c)) (zK : EnergiesIn K (zone τ c))
    (h : propagator τ H = propagator τ K) : H = K := by
  have h1 := intertwines_of_propagator (X := 1) hτ hH hK zH zK
    (by rw [Matrix.mul_one, Matrix.one_mul, h])
  rwa [Matrix.mul_one, Matrix.one_mul] at h1

/-- If `H` and `K` are Hermitian with all eigenvalues in `(-π, π]` and
`exp(-iH) = exp(-iK)`, then `H = K`. -/
theorem generator_unique_principal {H K : Matrix n n ℂ}
    (hH : H.IsHermitian) (hK : K.IsHermitian)
    (zH : EnergiesIn H (Set.Ioc (-π) π)) (zK : EnergiesIn K (Set.Ioc (-π) π))
    (h : propagator 1 H = propagator 1 K) : H = K := by
  have hz : ∀ E ∈ Set.Ioc (-π) π, E ∈ zone 1 (-π) := by
    rintro E ⟨h1, h2⟩
    show -π < 1 * E ∧ 1 * E ≤ -π + 2 * π
    constructor <;> linarith
  exact generator_unique one_ne_zero hH hK (fun E v hv he => hz E (zH E v hv he))
    (fun E v hv he => hz E (zK E v hv he)) h

/-- Let `H` be Hermitian with all energies in one zone of a nonzero time step. A matrix that
commutes with the propagator over that step commutes with `H`. -/
theorem conserved_of_stroboscopic {H A : Matrix n n ℂ} {τ c : ℝ} (hτ : τ ≠ 0)
    (hH : H.IsHermitian) (zH : EnergiesIn H (zone τ c))
    (h : propagator τ H * A = A * propagator τ H) : H * A = A * H :=
  intertwines_of_propagator hτ hH hH zH zH h

/-- The real eigenvalues of a real diagonal matrix lie in any set that contains its diagonal
entries. -/
theorem energiesIn_diagonal {a : n → ℝ} {S : Set ℝ} (ha : ∀ i, a i ∈ S) :
    EnergiesIn (diagonal fun i => (a i : ℂ)) S := by
  intro E v hv h
  obtain ⟨i, hi⟩ := Function.ne_iff.mp hv
  have h1 := congrFun h i
  rw [Matrix.mulVec_diagonal] at h1
  have h2 : (a i : ℂ) = E := mul_right_cancel₀ hi h1
  have h3 : a i = E := by exact_mod_cast h2
  exact h3 ▸ ha i

/-- The matrices `πσz` and `π1` are Hermitian with eigenvalues in the closed interval `[-π, π]`
and have the same propagator over a unit time step, but they are different. -/
theorem closed_interval_fails :
    ((π : ℂ) • pauliZ).IsHermitian ∧
    ((π : ℂ) • (1 : Matrix (Fin 2) (Fin 2) ℂ)).IsHermitian ∧
    EnergiesIn ((π : ℂ) • pauliZ) (Set.Icc (-π) π) ∧
    EnergiesIn ((π : ℂ) • (1 : Matrix (Fin 2) (Fin 2) ℂ)) (Set.Icc (-π) π) ∧
    propagator 1 ((π : ℂ) • pauliZ) =
      propagator 1 ((π : ℂ) • (1 : Matrix (Fin 2) (Fin 2) ℂ)) ∧
    (π : ℂ) • pauliZ ≠ (π : ℂ) • (1 : Matrix (Fin 2) (Fin 2) ℂ) := by
  have hp := Real.pi_pos
  have dZ : (π : ℂ) • pauliZ = diagonal fun i => ((![π, -π] i : ℝ) : ℂ) := by
    ext i j
    fin_cases i <;> fin_cases j <;> simp [pauliZ]
  have d1 : (π : ℂ) • (1 : Matrix (Fin 2) (Fin 2) ℂ) =
      diagonal fun i => ((![π, π] i : ℝ) : ℂ) := by
    ext i j
    fin_cases i <;> fin_cases j <;> simp
  refine ⟨?_, ?_, ?_, ?_, ?_, ?_⟩
  · refine Matrix.IsHermitian.ext fun i j => ?_
    fin_cases i <;> fin_cases j <;> simp [pauliZ]
  · refine Matrix.IsHermitian.ext fun i j => ?_
    fin_cases i <;> fin_cases j <;> simp
  · rw [dZ]
    refine energiesIn_diagonal fun i => ?_
    fin_cases i <;> simp <;> linarith
  · rw [d1]
    refine energiesIn_diagonal fun i => ?_
    fin_cases i <;> simp <;> linarith
  · -- the phases `π` and `-π` give the same phase factor
    have e : Complex.exp (-(Complex.I * (1 : ℝ)) * ((-π : ℝ) : ℂ)) =
        Complex.exp (-(Complex.I * (1 : ℝ)) * (π : ℂ)) := by
      refine Complex.exp_eq_exp_iff_exists_int.mpr ⟨1, ?_⟩
      push_cast
      ring
    rw [dZ, d1, propagator_diagonal, propagator_diagonal]
    congr 1
    funext i
    fin_cases i
    · rfl
    · exact e
  · intro h
    have h1 := congrArg Complex.re (congrFun (congrFun h 1) 1)
    have h2 : -π = π := by simpa [pauliZ] using h1
    linarith

end NoAliasing
```

```lean
#print axioms NoAliasing.generator_unique
#print axioms NoAliasing.generator_unique_principal
#print axioms NoAliasing.conserved_of_stroboscopic
#print axioms NoAliasing.closed_interval_fails
```

```
'NoAliasing.generator_unique' depends on axioms: [propext, Classical.choice, Quot.sound]
'NoAliasing.generator_unique_principal' depends on axioms: [propext, Classical.choice, Quot.sound]
'NoAliasing.conserved_of_stroboscopic' depends on axioms: [propext, Classical.choice, Quot.sound]
'NoAliasing.closed_interval_fails' depends on axioms: [propext, Classical.choice, Quot.sound]
```

## How Lean carries the phases back to the matrices

`energy_eq_of_phase_eq` is the argument for two energies. `Complex.exp_eq_exp_iff_exists_int` supplies the integer k. The factor i is cancelled and the equation is moved to the real numbers. The two `nlinarith` calls give k < 1 and -1 < k from the zone inequalities, and `omega` concludes that k = 0.

`propagator_diagonal` computes the exponential of a diagonal matrix entry by entry.

`exists_energy_basis` collects what is needed from the spectral theorem: a matrix and its inverse, real diagonal entries, and the diagonal form of both H and its propagators. `Matrix.exp_conj` moves the change of basis out of the exponential. The last part shows that each diagonal entry really is an energy in the sense of `EnergiesIn`. Its eigenvector is V applied to the i-th basis vector, and this is nonzero because the inverse of V maps it back to that basis vector.

`intertwines_of_propagator` follows the derivation with the same letters. `hM` is the relation between the phase matrices in the two energy bases, and `hE` is the relation between the energy matrices. The step from one to the other is the case distinction on `M i j = 0`. In the nonzero case, `mul_right_cancel₀` removes the entry and `energy_eq_of_phase_eq` identifies the energies. The remaining lines return to the original basis.

The corollaries only specialise this theorem. `generator_unique_principal` also checks that (-π, π] is contained in `zone 1 (-π)`.

`energiesIn_diagonal` serves the counterexample. A nonzero eigenvector of a diagonal matrix has a nonzero component i, and the eigenvalue equation for that component forces E = a_i.

`closed_interval_fails` writes both matrices in diagonal form, with entries (π, -π) and (π, π). The propagators agree because the exponents for -π and π differ by exactly one multiple of 2πi. The matrices differ in their lower right entry, which has index (1, 1) because Lean counts from zero: equality would require -π = π.
